# The levels of the single-configuration p² model ascend as J = 0, 1, 2, 2, 0 for positive electrostatic and spin–orbit parameters

When an electrostatic parameter $F$ and a spin–orbit constant $z$ are fitted to the measured levels of a p² configuration, each trial pair $(F,z)$ gives five calculated energies up to a common shift, and these have to be matched to the five measured ones. If the matching goes by position in the sorted list, it is safe only if the measured levels show the same sequence of $J$ values as the calculated ones for every trial pair. In the two-parameter model without configuration interaction the calculated sequence is fixed: for all $F>0$ and $z>0$, the order from the bottom is lower $J=0$, $J=1$, lower $J=2$, upper $J=2$, upper $J=0$, with no coincidences.

The argument never compares square roots. It evaluates $2\times2$ secular determinants at a few well-chosen energies and reads off their signs.

In Lean 4 with Mathlib:

```lean
import Mathlib

open Matrix

namespace PTwoIntermediateCoupling

noncomputable section
```

## Energy matrices in the LS basis

Here $F$ is the Slater–Condon parameter $F_2$, which measures the part of the electron repulsion that separates the terms. It puts ³P at $-5F$, ¹D at $F$ and ¹S at $10F$, once the energy common to all terms is left out. The constant $z$ multiplies the one-electron operator $\mathbf l\cdot\mathbf s$, and it is positive for an electron in an attractive central field. Both are real numbers in the same energy unit.

Spin–orbit coupling conserves $J$ and mixes states of equal $J$. For $J=0$, in the basis ³P₀, ¹S₀,

$$
\begin{pmatrix}-5F-z & -\sqrt2\,z\\ -\sqrt2\,z & 10F\end{pmatrix}.
$$

```lean
/-- The `J = 0` energy matrix of p² in the basis ³P₀, ¹S₀, with electrostatic parameter `F`
and spin-orbit constant `z`. -/
def blockJ0 (F z : ℝ) : Matrix (Fin 2) (Fin 2) ℝ :=
  !![-5 * F - z, -(√2 * z); -(√2 * z), 10 * F]
```

Only one level has $J=1$, namely ³P₁, so its energy is the number $-5F-z/2$.

```lean
/-- The energy of the single `J = 1` level of p², ³P₁. -/
def levelJ1 (F z : ℝ) : ℝ := -5 * F - z / 2
```

For $J=2$, in the basis ³P₂, ¹D₂, the matrix is

$$
\begin{pmatrix}-5F+z/2 & z/\sqrt2\\ z/\sqrt2 & F\end{pmatrix}.
$$

```lean
/-- The `J = 2` energy matrix of p² in the basis ³P₂, ¹D₂. -/
def blockJ2 (F z : ℝ) : Matrix (Fin 2) (Fin 2) ℝ :=
  !![-5 * F + z / 2, z / √2; z / √2, F]
```

These matrix elements are the starting point. They are entered as definitions and not derived from the Coulomb and spin–orbit operators.

## Two levels from one symmetric matrix

Let $A$ be a real symmetric $2\times2$ matrix with rows and columns numbered 0 and 1. In the two p² blocks, index 0 is the triplet state and index 1 the singlet. The two levels of $A$ are separated by

$$
S=\sqrt{(A_{00}-A_{11})^2+4A_{01}^2}.
$$

```lean
/-- The splitting of the two levels of a real symmetric 2×2 energy matrix. -/
def splitting (A : Matrix (Fin 2) (Fin 2) ℝ) : ℝ :=
  √((A 0 0 - A 1 1) ^ 2 + 4 * (A 0 1) ^ 2)
```

The lower level is $E_-=\tfrac12(A_{00}+A_{11}-S)$.

```lean
/-- The lower level of a real symmetric 2×2 energy matrix. -/
def lower (A : Matrix (Fin 2) (Fin 2) ℝ) : ℝ := (A 0 0 + A 1 1 - splitting A) / 2
```

The upper level is $E_+=\tfrac12(A_{00}+A_{11}+S)$.

```lean
/-- The upper level of a real symmetric 2×2 energy matrix. -/
def upper (A : Matrix (Fin 2) (Fin 2) ℝ) : ℝ := (A 0 0 + A 1 1 + splitting A) / 2
```

The secular determinant at a trial energy $x$ is $D(x)=(A_{00}-x)(A_{11}-x)-A_{01}^2$.

```lean
/-- The secular determinant of a real symmetric 2×2 energy matrix at trial energy `x`. -/
def secular (A : Matrix (Fin 2) (Fin 2) ℝ) (x : ℝ) : ℝ :=
  (A 0 0 - x) * (A 1 1 - x) - (A 0 1) ^ 2
```

Multiplying out the two linear factors gives

$$
(x-E_-)(x-E_+)=x^2-(A_{00}+A_{11})x+\tfrac14\left[(A_{00}+A_{11})^2-S^2\right].
$$

Inserting $S^2$ turns the last term into $A_{00}A_{11}-A_{01}^2$, so the right-hand side is $D(x)$. In the proof, `h` is the formula for $S^2$, and a quarter of it closes the identity.

```lean
/-- The secular determinant vanishes at the lower and upper levels and factorises accordingly. -/
theorem secular_eq (A : Matrix (Fin 2) (Fin 2) ℝ) (x : ℝ) :
    secular A x = (x - lower A) * (x - upper A) := by
  have h : splitting A ^ 2 = (A 0 0 - A 1 1) ^ 2 + 4 * (A 0 1) ^ 2 :=
    Real.sq_sqrt (by positivity)
  unfold secular lower upper
  linear_combination h / 4
```

The closed formulas deserve the name "levels" only if they are the eigenvalues. A nonzero $v$ with $Av=xv$ is a nonzero vector annihilated by $A-x\mathbb 1$, and one exists exactly when $\det(A-x\mathbb 1)=0$. For symmetric $A$ this determinant is $D(x)$, which vanishes exactly at $E_-$ and $E_+$. The theorem states this equivalence for every real $x$. Its proof identifies the determinant in `hdet`, takes the singularity criterion from Mathlib as `key`, and finishes with the factorisation.

```lean
/-- For a real symmetric 2×2 energy matrix, `x` is an eigenvalue exactly when it is the lower
or the upper level. -/
theorem eigenvalue_iff (A : Matrix (Fin 2) (Fin 2) ℝ) (hA : A.IsSymm) (x : ℝ) :
    (∃ v : Fin 2 → ℝ, v ≠ 0 ∧ A *ᵥ v = x • v) ↔ x = lower A ∨ x = upper A := by
  have h10 : A 1 0 = A 0 1 := hA.apply 0 1
  have hdet : (A - x • (1 : Matrix (Fin 2) (Fin 2) ℝ)).det = secular A x := by
    have e00 : (A - x • (1 : Matrix (Fin 2) (Fin 2) ℝ)) 0 0 = A 0 0 - x := by simp
    have e11 : (A - x • (1 : Matrix (Fin 2) (Fin 2) ℝ)) 1 1 = A 1 1 - x := by simp
    have e01 : (A - x • (1 : Matrix (Fin 2) (Fin 2) ℝ)) 0 1 = A 0 1 := by simp
    have e10 : (A - x • (1 : Matrix (Fin 2) (Fin 2) ℝ)) 1 0 = A 1 0 := by simp
    rw [Matrix.det_fin_two, e00, e11, e01, e10, h10]
    unfold secular
    ring
  have hv : ∀ v : Fin 2 → ℝ,
      (A - x • (1 : Matrix (Fin 2) (Fin 2) ℝ)) *ᵥ v = A *ᵥ v - x • v := by
    intro v
    rw [Matrix.sub_mulVec, Matrix.smul_mulVec, Matrix.one_mulVec]
  -- a nonzero eigenvector exists exactly when the secular determinant vanishes
  have key := Matrix.exists_mulVec_eq_zero_iff
    (M := A - x • (1 : Matrix (Fin 2) (Fin 2) ℝ))
  simp only [hv, sub_eq_zero] at key
  rw [key, hdet, secular_eq, mul_eq_zero, sub_eq_zero, sub_eq_zero]
```

The definitions above read only $A_{00}$, $A_{01}$ and $A_{11}$, so symmetry enters as a hypothesis of the eigenvalue theorem. Both p² blocks satisfy it, as comparing their entries shows.

```lean
/-- The `J = 0` and `J = 2` energy matrices of p² are symmetric. -/
theorem blocks_isSymm (F z : ℝ) : (blockJ0 F z).IsSymm ∧ (blockJ2 F z).IsSymm :=
  ⟨Matrix.IsSymm.ext fun i j => by fin_cases i <;> fin_cases j <;> rfl,
    Matrix.IsSymm.ext fun i j => by fin_cases i <;> fin_cases j <;> rfl⟩
```

## Locating a trial energy by the sign of the determinant

If $D(x)<0$, the factors $x-E_-$ and $x-E_+$ have opposite signs. Since $E_-\le E_+$, this means $E_-<x<E_+$. The proof assumes the contrary for each inequality in turn and finds a product that would have to be non-negative.

```lean
/-- A trial energy with negative secular determinant lies strictly between the two levels. -/
theorem between_levels {A : Matrix (Fin 2) (Fin 2) ℝ} {x : ℝ} (h : secular A x < 0) :
    lower A < x ∧ x < upper A := by
  have hs : 0 ≤ splitting A := Real.sqrt_nonneg _
  have hle : lower A ≤ upper A := by unfold lower upper; linarith
  rw [secular_eq] at h
  constructor
  · by_contra hx
    have hx' := not_lt.mp hx
    nlinarith [mul_nonneg (sub_nonneg.2 hx') (sub_nonneg.2 (hx'.trans hle))]
  · by_contra hx
    have hx' := not_lt.mp hx
    nlinarith [mul_nonneg (sub_nonneg.2 hx') (sub_nonneg.2 (hle.trans hx'))]
```

If $D(x)>0$, the factors have equal signs, and $x$ lies below both levels or above both. The trace decides which, because $E_-+E_+=A_{00}+A_{11}$. Suppose $2x<A_{00}+A_{11}$ and yet $x\ge E_-$. Then $E_+-x>x-E_-\ge0$, which makes $D(x)\le0$, a contradiction. Hence $x<E_-$. The case $2x>A_{00}+A_{11}$ is the mirror image and gives $x>E_+$.

```lean
/-- A trial energy with positive secular determinant lies below both levels if it is below their
mean, and above both levels if it is above their mean. -/
theorem outside_levels {A : Matrix (Fin 2) (Fin 2) ℝ} {x : ℝ} (h : 0 < secular A x) :
    (2 * x < A 0 0 + A 1 1 → x < lower A) ∧ (A 0 0 + A 1 1 < 2 * x → upper A < x) := by
  have hs : lower A + upper A = A 0 0 + A 1 1 := by unfold lower upper; ring
  rw [secular_eq] at h
  constructor
  · intro hm
    by_contra hx
    have h1 : 0 ≤ x - lower A := sub_nonneg.2 (not_lt.mp hx)
    have h2 : 0 ≤ upper A - x := by linarith
    nlinarith [mul_nonneg h1 h2]
  · intro hm
    by_contra hx
    have h1 : 0 ≤ upper A - x := sub_nonneg.2 (not_lt.mp hx)
    have h2 : 0 ≤ x - lower A := by linarith
    nlinarith [mul_nonneg h1 h2]
```

For the two p² blocks the squared off-diagonal elements are $2z^2$ and $z^2/2$, so

$$
\begin{aligned}
D_0(x)&=(-5F-z-x)(10F-x)-2z^2,\\
D_2(x)&=(-5F+\tfrac z2-x)(F-x)-\tfrac{z^2}2,
\end{aligned}
$$

where the subscript is the value of $J$.

```lean
/-- The secular determinants of the `J = 0` and `J = 2` blocks of p², written out. -/
theorem secular_blocks (F z x : ℝ) :
    secular (blockJ0 F z) x = (-5 * F - z - x) * (10 * F - x) - 2 * z ^ 2 ∧
    secular (blockJ2 F z) x = (-5 * F + z / 2 - x) * (F - x) - z ^ 2 / 2 := by
  have h2 : (√2 : ℝ) ^ 2 = 2 := Real.sq_sqrt (by norm_num)
  constructor
  · change (-5 * F - z - x) * (10 * F - x) - (-(√2 * z)) ^ 2 = _
    rw [neg_sq, mul_pow, h2]
  · change (-5 * F + z / 2 - x) * (F - x) - (z / √2) ^ 2 = _
    rw [div_pow, h2]
```

## Three trial energies fix the order

The first trial energy is the $J=1$ level itself, $x=-5F-z/2$. In the $J=0$ block,

$$
D_0=-\tfrac z2\left(15F+\tfrac z2\right)-2z^2=-\tfrac{15}2Fz-\tfrac94z^2<0,
$$

so $J=1$ lies above lower $J=0$. In the $J=2$ block,

$$
D_2=z\left(6F+\tfrac z2\right)-\tfrac{z^2}2=6Fz>0.
$$

Here $2x=-10F-z$ is less than the trace $-4F+z/2$, so $J=1$ lies below lower $J=2$.

The second trial energy is $x=F$. There $D_2=-z^2/2<0$, so $F$ lies strictly between the two $J=2$ levels, which are therefore distinct.

The third trial energy is $x=F+z$, and it separates the two upper levels:

$$
\begin{aligned}
D_2&=\left(-6F-\tfrac z2\right)(-z)-\tfrac{z^2}2=6Fz>0,\\
D_0&=(-6F-2z)(9F-z)-2z^2=-54F^2-12Fz<0.
\end{aligned}
$$

Since $2(F+z)$ exceeds the $J=2$ trace $-4F+z/2$, upper $J=2$ lies below $F+z$. The negative $D_0$ puts upper $J=0$ above it.

The theorem `level_order` assumes only `0 < F` and `0 < z`, and it states the order as four strict inequalities between neighbours. The facts `a` to `e` are the five determinant signs in the sequence just given. The two bullets at the end of the proof are the trace comparisons.

```lean
/-- For `F > 0` and `z > 0` the five levels of p² are strictly ordered: lower `J = 0`, `J = 1`,
lower `J = 2`, upper `J = 2`, upper `J = 0`. -/
theorem level_order {F z : ℝ} (hF : 0 < F) (hz : 0 < z) :
    lower (blockJ0 F z) < levelJ1 F z ∧
    levelJ1 F z < lower (blockJ2 F z) ∧
    lower (blockJ2 F z) < upper (blockJ2 F z) ∧
    upper (blockJ2 F z) < upper (blockJ0 F z) := by
  have hFz : 0 < F * z := mul_pos hF hz
  have hF2 : 0 < F ^ 2 := pow_pos hF 2
  have hz2 : 0 < z ^ 2 := pow_pos hz 2
  -- the J = 1 energy as trial energy in both blocks
  have a : secular (blockJ0 F z) (levelJ1 F z) < 0 := by
    rw [(secular_blocks F z _).1]; unfold levelJ1; nlinarith
  have b : 0 < secular (blockJ2 F z) (levelJ1 F z) := by
    rw [(secular_blocks F z _).2]; unfold levelJ1; nlinarith
  -- the energy F lies between the two J = 2 levels
  have c : secular (blockJ2 F z) F < 0 := by
    rw [(secular_blocks F z _).2]; nlinarith
  -- the energy F + z separates the two upper levels
  have d : 0 < secular (blockJ2 F z) (F + z) := by
    rw [(secular_blocks F z _).2]; nlinarith
  have e : secular (blockJ0 F z) (F + z) < 0 := by
    rw [(secular_blocks F z _).1]; nlinarith
  refine ⟨(between_levels a).1, (outside_levels b).1 ?_,
    (between_levels c).1.trans (between_levels c).2,
    ((outside_levels d).2 ?_).trans (between_levels e).2⟩
  · change 2 * (-5 * F - z / 2) < -5 * F + z / 2 + F
    linarith
  · change -5 * F + z / 2 + F < 2 * (F + z)
    linarith
```

## Coincidences without electrostatic splitting

At $F=0$ the radicands are perfect squares. For $z\ge0$ the $J=0$ splitting is $\sqrt{z^2+8z^2}=3z$, and the $J=2$ splitting is $\sqrt{z^2/4+2z^2}=3z/2$. With traces $-z$ and $z/2$, the levels are

$$
\begin{aligned}
J=0:&\quad -2z,\ z;\\
J=1:&\quad -z/2;\\
J=2:&\quad -z/2,\ z.
\end{aligned}
$$

These are the jj energies, that is, sums of the one-electron values $-z$ for $j=\tfrac12$ and $z/2$ for $j=\tfrac32$. The $J=1$ level now coincides with lower $J=2$, and the two upper levels coincide as well, so the strict order fails at $F=0$. The proof computes the splittings as `s0` and `s2` and inserts them into the level formulas.

```lean
/-- Without electrostatic splitting (`F = 0`) and for `z ≥ 0`, the five levels of p² take only
the energies `-2z`, `-z/2` and `z`. -/
theorem jj_limit {z : ℝ} (hz : 0 ≤ z) :
    lower (blockJ0 0 z) = -2 * z ∧ levelJ1 0 z = -z / 2 ∧ lower (blockJ2 0 z) = -z / 2 ∧
    upper (blockJ2 0 z) = z ∧ upper (blockJ0 0 z) = z := by
  have h2 : (√2 : ℝ) ^ 2 = 2 := Real.sq_sqrt (by norm_num)
  have s0 : splitting (blockJ0 0 z) = 3 * z := by
    change √((-5 * 0 - z - 10 * 0) ^ 2 + 4 * (-(√2 * z)) ^ 2) = 3 * z
    rw [neg_sq, mul_pow, h2,
      show (-5 * 0 - z - 10 * 0) ^ 2 + 4 * (2 * z ^ 2) = (3 * z) ^ 2 by ring,
      Real.sqrt_sq (by positivity)]
  have s2 : splitting (blockJ2 0 z) = 3 * z / 2 := by
    change √((-5 * 0 + z / 2 - 0) ^ 2 + 4 * (z / √2) ^ 2) = 3 * z / 2
    rw [div_pow z (√2), h2,
      show (-5 * 0 + z / 2 - 0) ^ 2 + 4 * (z ^ 2 / 2) = (3 * z / 2) ^ 2 by ring,
      Real.sqrt_sq (by positivity)]
  refine ⟨?_, by unfold levelJ1; ring, ?_, ?_, ?_⟩
  · change (-5 * 0 - z + 10 * 0 - splitting (blockJ0 0 z)) / 2 = _
    rw [s0]; ring
  · change (-5 * 0 + z / 2 + 0 - splitting (blockJ2 0 z)) / 2 = _
    rw [s2]; ring
  · change (-5 * 0 + z / 2 + 0 + splitting (blockJ2 0 z)) / 2 = _
    rw [s2]; ring
  · change (-5 * 0 - z + 10 * 0 + splitting (blockJ0 0 z)) / 2 = _
    rw [s0]; ring
```

## A negative spin–orbit constant

Two holes in a filled p shell, the configuration p⁴, have the same matrices up to a common shift, with the sign of the spin–orbit constant reversed. Write $z=-w$ with $w>0$. The $J=1$ energy becomes $-5F+w/2$, and the $J=0$ determinant there is

$$
D_0=\tfrac{15}2Fw-\tfrac94w^2=\tfrac{3w}4(10F-3w).
$$

If $J=1$ lies below lower $J=0$, it lies below both $J=0$ levels. Then $D_0>0$, and hence $3w<10F$. Conversely, $3w<10F$ makes $D_0$ positive. Twice the trial energy is $-10F+w$, which is less than the trace $5F+w$ because $F>0$, so $J=1$ lies below lower $J=0$.

The relative position of these two levels therefore depends on $w/F$ when the constant is negative, and a fit to p⁴ levels in this model cannot carry over the p² labels by position. The theorem concerns this one pair and does not order the remaining levels. Its proof computes the determinant in `hsec` and then treats the two directions as above.

```lean
/-- With a negative spin-orbit constant `-w` and `F > 0`, the `J = 1` level lies below the lower
`J = 0` level exactly when `3w < 10F`. -/
theorem reversed_J1_lt_J0_iff {F w : ℝ} (hF : 0 < F) (hw : 0 < w) :
    levelJ1 F (-w) < lower (blockJ0 F (-w)) ↔ 3 * w < 10 * F := by
  have hsec : secular (blockJ0 F (-w)) (levelJ1 F (-w)) = 3 * w / 4 * (10 * F - 3 * w) := by
    rw [(secular_blocks F (-w) _).1]; unfold levelJ1; ring
  constructor
  · intro h
    have hs : 0 ≤ splitting (blockJ0 F (-w)) := Real.sqrt_nonneg _
    have hle : lower (blockJ0 F (-w)) ≤ upper (blockJ0 F (-w)) := by
      unfold lower upper; linarith
    -- below both levels the secular determinant is positive
    have hp : 0 < 3 * w / 4 * (10 * F - 3 * w) := by
      rw [← hsec, secular_eq]
      exact mul_pos_of_neg_of_neg (sub_neg.2 h) (sub_neg.2 (h.trans_le hle))
    have hq := pos_of_mul_pos_right hp (by positivity)
    linarith
  · intro h
    have hp : 0 < secular (blockJ0 F (-w)) (levelJ1 F (-w)) := by
      rw [hsec]
      exact mul_pos (by positivity) (by linarith)
    apply (outside_levels hp).1
    change 2 * (-5 * F - -w / 2) < -5 * F - -w + 10 * F
    linarith

end

end PTwoIntermediateCoupling
```

```lean
#print axioms PTwoIntermediateCoupling.outside_levels
-- 'PTwoIntermediateCoupling.outside_levels' depends on axioms: [propext, Classical.choice, Quot.sound]
#print axioms PTwoIntermediateCoupling.level_order
-- 'PTwoIntermediateCoupling.level_order' depends on axioms: [propext, Classical.choice, Quot.sound]
#print axioms PTwoIntermediateCoupling.jj_limit
-- 'PTwoIntermediateCoupling.jj_limit' depends on axioms: [propext, Classical.choice, Quot.sound]
#print axioms PTwoIntermediateCoupling.reversed_J1_lt_J0_iff
-- 'PTwoIntermediateCoupling.reversed_J1_lt_J0_iff' depends on axioms: [propext, Classical.choice, Quot.sound]
```
